# Product law for the mean reduced resistance of single-channel flux-conserving defects in series with independent uniform phases

The mean over independent phases is taken here as an iterated integral: each phase is averaged over [0, 2π] in turn, the first one innermost. No probability space appears. The quantity averaged is the reduced resistance, the ratio of reflection to transmission probability, of the complete coherent product of single-channel transfer matrices, so all interference is present before the averaging starts.

## Defects in a single channel

A planar defect is described by complex amplitudes a and b through

T(a, b) = [[a, b], [b̄, ā]], with |a|² − |b|² = 1.

The condition is conservation of flux: what is not transmitted is reflected. The reduced resistance r = |b|² is then the ratio of reflection to transmission probability. For a spin-degenerate channel it is the Landauer resistance in units of h/(2e²) without the contact resistance; with the contacts included, the value is 1 + r. Free propagation with phase θ is

P(θ) = diag(e^{iθ}, e^{−iθ}).

Uniform phases stand for spacings that are irregular on the scale of the wavelength; they are assumed, not derived from a distribution of spacings.

## The product law and its two consequences

Number the defects i = 0, …, n−1, with r_i = |b_i|², and let R be the mean reduced resistance of the series. If every defect conserves flux, then

1 + 2R = ∏ (1 + 2r_i)

R ≥ ∑ r_i.

For n identical defects of resistance r,

R = (exp(n log(1 + 2r)) − 1)/2.

The last formula gives exponential growth in n when r > 0; the inequality alone says only that R is at least ohmic. For non-interacting electrons in one channel, the law supplies a reference value for transfer-matrix calculations that average the reduced resistance itself, not the transmission, over independent uniform phases.

## Two scatterers, then n

Multiplying two matrices gives

T(a, b) T(c, d) = T(ac + b d̄, ad + b c̄)

|ac + b d̄|² − |ad + b c̄|² = (|a|² − |b|²)(|c|² − |d|²).

Since P(θ) = T(e^{iθ}, 0), a whole series is again a flux-conserving matrix T(A, B). Put one more defect in front of it. The upper right entry of T(a, b) P(θ) T(A, B) is

a B e^{iθ} + b Ā e^{−iθ}.

With ρ = |B|² and z = a b̄ A B, its squared modulus is

|a|²ρ + r|A|² + 2 Re(z e^{2iθ})
= (1 + r)ρ + r(1 + ρ) + 2(Re z cos 2θ − Im z sin 2θ)
= r + ρ + 2rρ + 2(Re z cos 2θ − Im z sin 2θ).

A and B depend only on the later phases, so averaging over θ removes the oscillating terms and leaves r + (1 + 2r)ρ.

Now let c and k be real constants; c is no longer an amplitude. The claim is that c + k · (resistance of the series) has mean c + k(∏ (1 + 2r_i) − 1)/2. For n = 0 the matrix is the identity, the resistance is 0 and the empty product is 1. For n + 1 defects, averaging over the first phase leaves

(c + k r_0) + k(1 + 2r_0)ρ,

where ρ is the resistance of the remaining n defects. If Π is the product of their factors, the claim for n defects gives

c + k r_0 + k(1 + 2r_0)(Π − 1)/2 = c + k((1 + 2r_0)Π − 1)/2.

Setting c = 0 and k = 1 yields the product law.

For the ohmic bound, add one factor at a time. If the product so far is at least 1 + 2S, where S ≥ 0 is the sum so far, then the new product is at least

(1 + 2r_j)(1 + 2S) = 1 + 2(S + r_j) + 4r_j S ≥ 1 + 2(S + r_j).

For equal factors, (1 + 2r)ⁿ = exp(n log(1 + 2r)).

## Two defects with the wrong sign of flux

Take two matrices T(0, 1), for which |a|² − |b|² = −1. Such a matrix reverses the current and describes no real defect; it only tests the hypothesis. The upper right entry of their series vanishes for every phase, hence R = 0. The product law would give R = 4, and the ohmic sum is 2. Requiring |a|² − |b|² = ±1 is therefore not enough for either result.

## The model in Lean

`transfer`, `propagation` and `resistance` are T(a, b), P(θ) and the squared modulus of the upper right entry. `chain` multiplies the matrices in order, with a propagation segment after every defect; the segment after the last one does not change the resistance. `phaseMean` is the iterated average, and `meanResistance` applies it to the resistance of the chain. The hypothesis `h` is flux conservation for each defect.

The model has one channel and no inelastic scattering, and the theorems concern the mean, not the distribution of the resistance.

```lean
import Mathlib

open Complex (normSq I)
open scoped ComplexConjugate

namespace CoherentDefectSeries

noncomputable section

/-- Transfer matrix of a planar defect with amplitudes `a` and `b`. -/
def transfer (a b : ℂ) : Matrix (Fin 2) (Fin 2) ℂ := !![a, b; conj b, conj a]

/-- Free propagation between defects, with phase `θ`. -/
def propagation (θ : ℝ) : Matrix (Fin 2) (Fin 2) ℂ :=
  !![Complex.exp (θ * I), 0; 0, Complex.exp (-(θ * I))]

/-- Reduced resistance of a transfer matrix: the squared modulus of its upper right entry. -/
def resistance (T : Matrix (Fin 2) (Fin 2) ℂ) : ℝ := normSq (T 0 1)

/-- Transfer matrix of `n` defects in series, each followed by free propagation with its
own phase. -/
def chain : (n : ℕ) → (Fin n → ℂ) → (Fin n → ℂ) → (Fin n → ℝ) → Matrix (Fin 2) (Fin 2) ℂ
  | 0, _, _, _ => 1
  | n + 1, a, b, φ => transfer (a 0) (b 0) * propagation (φ 0) *
      chain n (fun i => a i.succ) (fun i => b i.succ) (fun i => φ i.succ)

/-- Average over one phase, uniform on the interval from `0` to `2π`. -/
def phaseAverage (f : ℝ → ℝ) : ℝ :=
  (2 * Real.pi)⁻¹ * ∫ θ in (0 : ℝ)..(2 * Real.pi), f θ

/-- Average over `n` independent uniform phases, taken one phase after the other. -/
def phaseMean : (n : ℕ) → ((Fin n → ℝ) → ℝ) → ℝ
  | 0, f => f (fun i => i.elim0)
  | n + 1, f => phaseMean n
      (fun φ => phaseAverage (fun θ => f (Fin.cons θ φ : Fin (n + 1) → ℝ)))

/-- Mean reduced resistance of `n` defects in series with independent uniform phases. -/
def meanResistance (n : ℕ) (a b : Fin n → ℂ) : ℝ :=
  phaseMean n (fun φ => resistance (chain n a b φ))

/-- Two transfer matrices in series compose to a transfer matrix of the same form. -/
theorem transfer_mul (a b c d : ℂ) :
    transfer a b * transfer c d = transfer (a * c + b * conj d) (a * d + b * conj c) := by
  ext i j
  fin_cases i <;> fin_cases j <;>
    simp [transfer, Matrix.mul_apply, Fin.sum_univ_succ] <;> ring

/-- A series of flux-conserving defects acts as a single flux-conserving defect. -/
theorem chain_eq_transfer (n : ℕ) (a b : Fin n → ℂ) (φ : Fin n → ℝ)
    (h : ∀ i, normSq (a i) - normSq (b i) = 1) :
    ∃ A B, normSq A - normSq B = 1 ∧ chain n a b φ = transfer A B := by
  have flux : ∀ a b c d : ℂ, normSq (a * c + b * conj d) - normSq (a * d + b * conj c)
      = (normSq a - normSq b) * (normSq c - normSq d) := by
    intro a b c d
    simp only [Complex.normSq_apply, Complex.add_re, Complex.add_im, Complex.mul_re,
      Complex.mul_im, Complex.conj_re, Complex.conj_im]
    ring
  induction n with
  | zero =>
    refine ⟨1, 0, by simp, ?_⟩
    ext i j
    fin_cases i <;> fin_cases j <;> simp [chain, transfer]
  | succ n ih =>
    obtain ⟨A, B, hAB, hT⟩ := ih (fun i => a i.succ) (fun i => b i.succ)
      (fun i => φ i.succ) (fun i => h i.succ)
    have hp : propagation (φ 0) = transfer (Complex.exp (φ 0 * I)) 0 := by
      ext i j
      fin_cases i <;> fin_cases j <;> simp [propagation, transfer, ← Complex.exp_conj]
    have he : normSq (Complex.exp (φ 0 * I)) = 1 := by
      rw [Complex.normSq_eq_norm_sq, Complex.norm_exp_ofReal_mul_I, one_pow]
    rw [chain, hT, hp, transfer_mul, transfer_mul]
    refine ⟨_, _, ?_, rfl⟩
    rw [flux, flux, h 0, hAB, he, map_zero]
    norm_num

/-- Two flux-conserving scatterers in series: the resistance is `r + R + 2 r R` plus an
interference term that oscillates with twice the propagation phase. -/
theorem resistance_compose (a b A B : ℂ) (θ : ℝ)
    (h : normSq a - normSq b = 1) (H : normSq A - normSq B = 1) :
    resistance (transfer a b * propagation θ * transfer A B) =
      normSq b + normSq B + 2 * normSq b * normSq B +
        2 * ((a * conj b * A * B).re * Real.cos (2 * θ)
          - (a * conj b * A * B).im * Real.sin (2 * θ)) := by
  have hp : propagation θ = transfer (Complex.exp (θ * I)) 0 := by
    ext i j
    fin_cases i <;> fin_cases j <;> simp [propagation, transfer, ← Complex.exp_conj]
  have hr : ∀ x y : ℂ, resistance (transfer x y) = normSq y := by
    intro x y
    simp [resistance, transfer]
  rw [hp, transfer_mul, transfer_mul, hr, Real.cos_two_mul', Real.sin_two_mul]
  simp only [Complex.normSq_apply, Complex.add_re, Complex.add_im, Complex.mul_re,
    Complex.mul_im, Complex.conj_re, Complex.conj_im, Complex.zero_re, Complex.zero_im,
    Complex.exp_ofReal_mul_I_re, Complex.exp_ofReal_mul_I_im] at h H ⊢
  linear_combination ((a.re * a.re + a.im * a.im) * (B.re * B.re + B.im * B.im)
    + (b.re * b.re + b.im * b.im) * (A.re * A.re + A.im * A.im)) * Real.sin_sq_add_cos_sq θ
    + (B.re * B.re + B.im * B.im) * h + (b.re * b.re + b.im * b.im) * H

/-- Terms that oscillate with twice a uniform phase average to zero. -/
theorem phaseAverage_harmonic (c p q : ℝ) :
    phaseAverage (fun θ => c + (p * Real.cos (2 * θ) + q * Real.sin (2 * θ))) = c := by
  have hd : ∀ θ : ℝ, HasDerivAt
      (fun t : ℝ => c * t + (p / 2 * Real.sin (2 * t) - q / 2 * Real.cos (2 * t)))
      (c + (p * Real.cos (2 * θ) + q * Real.sin (2 * θ))) θ := by
    intro θ
    have h2 : HasDerivAt (fun t : ℝ => 2 * t) 2 θ :=
      ((hasDerivAt_id' θ).const_mul (2 : ℝ)).congr_deriv (by ring)
    exact (((hasDerivAt_id' θ).const_mul c).fun_add
      ((h2.sin.const_mul (p / 2)).fun_sub (h2.cos.const_mul (q / 2)))).congr_deriv (by ring)
  have hs : Real.sin (2 * (2 * Real.pi)) = 0 := by
    rw [Real.sin_two_mul, Real.sin_two_pi]; ring
  have hc : Real.cos (2 * (2 * Real.pi)) = 1 := by
    rw [Real.cos_two_mul, Real.cos_two_pi]; norm_num
  have hI : ∫ θ in (0 : ℝ)..(2 * Real.pi),
      (c + (p * Real.cos (2 * θ) + q * Real.sin (2 * θ))) = 2 * Real.pi * c := by
    rw [intervalIntegral.integral_eq_sub_of_hasDerivAt (fun θ _ => hd θ)
      (Continuous.intervalIntegrable (by fun_prop) _ _)]
    simp only [hs, hc, mul_zero, Real.sin_zero, Real.cos_zero]
    ring
  have hpi : 2 * Real.pi ≠ 0 := by positivity
  exact (congrArg (fun x => (2 * Real.pi)⁻¹ * x) hI).trans (inv_mul_cancel_left₀ hpi c)

/-- Phase mean of any affine function of the total resistance of flux-conserving defects. -/
theorem phaseMean_affine (n : ℕ) (a b : Fin n → ℂ)
    (h : ∀ i, normSq (a i) - normSq (b i) = 1) (c k : ℝ) :
    phaseMean n (fun φ => c + k * resistance (chain n a b φ)) =
      c + k * ((∏ i, (1 + 2 * normSq (b i)) - 1) / 2) := by
  induction n generalizing c k with
  | zero => simp [phaseMean, chain, resistance]
  | succ n ih =>
    -- averaging over the first phase leaves an affine function of the remaining resistance
    have hstep : ∀ φ : Fin n → ℝ, phaseAverage (fun θ => c + k * resistance
        (chain (n + 1) a b (Fin.cons θ φ : Fin (n + 1) → ℝ))) =
        (c + k * normSq (b 0)) + (k * (1 + 2 * normSq (b 0))) *
          resistance (chain n (fun i => a i.succ) (fun i => b i.succ) φ) := by
      intro φ
      obtain ⟨A, B, hAB, hT⟩ := chain_eq_transfer n (fun i => a i.succ)
        (fun i => b i.succ) φ (fun i => h i.succ)
      have hf : (fun θ : ℝ => c + k * resistance
          (chain (n + 1) a b (Fin.cons θ φ : Fin (n + 1) → ℝ))) =
          fun θ => (c + k * (normSq (b 0) + normSq B + 2 * normSq (b 0) * normSq B)) +
            ((2 * k * (a 0 * conj (b 0) * A * B).re) * Real.cos (2 * θ) +
              (-(2 * k * (a 0 * conj (b 0) * A * B).im)) * Real.sin (2 * θ)) := by
        funext θ
        have hc : chain (n + 1) a b (Fin.cons θ φ : Fin (n + 1) → ℝ) =
            transfer (a 0) (b 0) * propagation θ * transfer A B := by
          rw [← hT]; rfl
        rw [hc, resistance_compose _ _ _ _ _ (h 0) hAB]
        ring
      have hr : resistance (transfer A B) = normSq B := by simp [resistance, transfer]
      rw [hf, phaseAverage_harmonic, hT, hr]
      ring
    rw [phaseMean]
    simp only [hstep]
    rw [ih, Fin.prod_univ_succ]
    · ring
    · exact fun i => h i.succ

/-- Product law: for flux-conserving defects with independent uniform phases, one plus twice
the mean resistance is the product of the factors `1 + 2 r_i`. -/
theorem one_add_two_mul_meanResistance (n : ℕ) (a b : Fin n → ℂ)
    (h : ∀ i, normSq (a i) - normSq (b i) = 1) :
    1 + 2 * meanResistance n a b = ∏ i, (1 + 2 * normSq (b i)) := by
  have key := phaseMean_affine n a b h 0 1
  simp only [zero_add, one_mul] at key
  rw [meanResistance, key]
  ring

/-- The mean resistance of flux-conserving defects with independent uniform phases is at least
the ohmic sum of the single resistances. -/
theorem sum_le_meanResistance (n : ℕ) (a b : Fin n → ℂ)
    (h : ∀ i, normSq (a i) - normSq (b i) = 1) :
    ∑ i, normSq (b i) ≤ meanResistance n a b := by
  have key : ∀ s : Finset (Fin n),
      1 + 2 * ∑ i ∈ s, normSq (b i) ≤ ∏ i ∈ s, (1 + 2 * normSq (b i)) := by
    intro s
    induction s using Finset.induction_on with
    | empty => simp
    | insert j s hj ih =>
      rw [Finset.sum_insert hj, Finset.prod_insert hj]
      have h0 : 0 ≤ normSq (b j) := Complex.normSq_nonneg _
      have h1 : 0 ≤ ∑ i ∈ s, normSq (b i) :=
        Finset.sum_nonneg (fun i _ => Complex.normSq_nonneg _)
      have h2 := mul_le_mul_of_nonneg_left ih (by linarith : 0 ≤ 1 + 2 * normSq (b j))
      nlinarith [mul_nonneg h0 h1]
  have h3 := key Finset.univ
  rw [← one_add_two_mul_meanResistance n a b h] at h3
  linarith

/-- For `n` identical flux-conserving defects of resistance `r`, the mean resistance is
`(exp (n log (1 + 2 r)) - 1) / 2`. -/
theorem meanResistance_identical (n : ℕ) (a b : ℂ) (h : normSq a - normSq b = 1) :
    meanResistance n (fun _ => a) (fun _ => b) =
      (Real.exp (n * Real.log (1 + 2 * normSq b)) - 1) / 2 := by
  have key := one_add_two_mul_meanResistance n (fun _ => a) (fun _ => b) (fun _ => h)
  simp only [Finset.prod_const, Finset.card_univ, Fintype.card_fin] at key
  have hp : 0 < 1 + 2 * normSq b := by linarith [Complex.normSq_nonneg b]
  rw [Real.exp_nat_mul, Real.exp_log hp]
  linarith

/-- The amplitudes `a = 1 - iκ` and `b = -iκ` conserve flux and have reduced
resistance `κ²`. -/
theorem barrier_witness (κ : ℝ) :
    normSq (1 - κ * I) - normSq (-(κ * I)) = 1 ∧
      resistance (transfer (1 - κ * I) (-(κ * I))) = κ ^ 2 := by
  constructor
  · simp [Complex.normSq_apply]
  · simp [resistance, transfer, Complex.normSq_apply, pow_two]

end

end CoherentDefectSeries
```

```lean
#print axioms CoherentDefectSeries.one_add_two_mul_meanResistance
-- 'CoherentDefectSeries.one_add_two_mul_meanResistance' depends on axioms: [propext, Classical.choice, Quot.sound]
#print axioms CoherentDefectSeries.sum_le_meanResistance
-- 'CoherentDefectSeries.sum_le_meanResistance' depends on axioms: [propext, Classical.choice, Quot.sound]
#print axioms CoherentDefectSeries.meanResistance_identical
-- 'CoherentDefectSeries.meanResistance_identical' depends on axioms: [propext, Classical.choice, Quot.sound]
```

## From matrix algebra to the mean

`transfer_mul` is the matrix product, checked entry by entry. `chain_eq_transfer` proves by induction that a series is a single flux-conserving scatterer; its local statement `flux` is the identity for |a|² − |b|² above.

`resistance_compose` is the two-scatterer formula; the R in its docstring is the resistance |B|² of the second scatterer, written ρ above, not the mean. After expansion into real and imaginary parts, `linear_combination` uses sin²θ + cos²θ = 1 and the two flux conditions, weighted by |B|² and |b|². `phaseAverage_harmonic` removes the interference term by giving an antiderivative and evaluating it at 0 and 2π.

`phaseMean_affine` carries out the induction over defects, and `one_add_two_mul_meanResistance` is its case c = 0, k = 1. `sum_le_meanResistance` adds factors by induction over finite sets, and `meanResistance_identical` rewrites the exponential as the power given by the product law. `barrier_witness` treats a delta barrier V₀δ(x), which conserves flux and has r = κ². For a particle of mass m and wave number q, its dimensionless strength is κ = mV₀/(ħ²q).

## Induction with free constants

The central device is `induction n generalizing c k`. Averaging over the first phase changes the constants from c and k to c + k r_0 and k(1 + 2r_0). With `generalizing`, the induction hypothesis holds for all real constants, so `rw [ih]` can apply it to the new pair. An induction hypothesis for the bare resistance would also need linearity of `phaseMean`, and for general integrands that requires integrability conditions. Here the integral is evaluated only for the explicit trigonometric function in `phaseAverage_harmonic`.
